# Canonical orthogonalization yields a Penrose inverse of the truncated overlap matrix

Q: Put the same diffuse s-type Gaussian on two neighbouring atoms, and the two functions are nearly alike. If both are normalised and their overlap is $\sigma$, close to 1, their overlap matrix has eigenvalues $1+\sigma$ and $1-\sigma$, and the second is small. In a large basis with many diffuse functions, some eigenvalues can come much closer to zero. A program may then drop those combinations and carry on with a rectangular matrix $X$. People say that $XX^\dagger$ is "the pseudo-inverse of $S$". But we threw something away. Of which matrix is it the pseudo-inverse?

A: Of the overlap matrix with the discarded eigenvalues set to zero. Write $S = U\,\mathrm{diag}(s)\,U^\dagger$, with $U$ unitary, columns $u_i$ and real eigenvalues $s_i$. Choose a threshold $\tau \ge 0$, and let $X$ have the columns $x_i = u_i/\sqrt{s_i}$ for those $i$ with $s_i > \tau$. Since $S u_j = s_j u_j$, two retained columns satisfy

$$x_i^\dagger S x_j = \frac{u_i^\dagger S u_j}{\sqrt{s_i}\sqrt{s_j}} = \frac{s_j\,\delta_{ij}}{\sqrt{s_i}\sqrt{s_j}} = \delta_{ij}.$$

So $X^\dagger S X = 1$, with the original $S$. The other product is

$$XX^\dagger = \sum_{s_i>\tau} \frac{u_i u_i^\dagger}{s_i} = U\,\mathrm{diag}(g)\,U^\dagger,$$

where $g_i = 1/s_i$ for retained modes and $g_i = 0$ for discarded ones.

Q: And the pseudo-inverse property?

A: Let $t_i = s_i$ for retained modes and $t_i = 0$ otherwise, and set $S_\tau = U\,\mathrm{diag}(t)\,U^\dagger$. Because $U^\dagger U = 1$, matrices built on the same $U$ multiply eigenvalue by eigenvalue. The product $t_i g_i$ is 1 on retained modes and 0 on discarded ones, so $t_i g_i t_i = t_i$ and $g_i t_i g_i = g_i$. Hence $S_\tau XX^\dagger S_\tau = S_\tau$ and $XX^\dagger S_\tau XX^\dagger = XX^\dagger$. Both $S_\tau XX^\dagger$ and $XX^\dagger S_\tau$ have the real eigenvalues $t_i g_i$ on the modes $u_i$, so they are Hermitian. Those are the four Penrose equations.

Q: I accept the algebra. I'm less sure that the formal version is about my overlap matrix. What is $S$ there?

A: It is built from its eigendecomposition. The index type `n` labels both the basis functions and the modes, and `ᴴ` is the dagger.

```lean
import Mathlib

open Matrix

namespace CanonicalOrthogonalization

noncomputable section

variable {n : Type*} [Fintype n] [DecidableEq n]

/-- The matrix `U diag(f) Uᴴ` for a real list `f`. When `U` is unitary, the `f i` are its
eigenvalues and the columns of `U` are its modes. -/
def spectralMatrix (U : Matrix n n ℂ) (f : n → ℝ) : Matrix n n ℂ :=
  U * diagonal (fun i => (f i : ℂ)) * Uᴴ
```

Q: So nobody diagonalises anything. You are handed $U$ and $s$.

A: Yes. The decomposition is an input, just as the code after the diagonaliser receives it. The entries are complex, so a real orthogonal $U$ is a special case, with $U^\dagger = U^T$. Nor is $s$ required to be non-negative. A true overlap matrix has no negative eigenvalues, but a computed one may have slightly negative ones, and with $\tau \ge 0$ these are simply discarded.

Q: How is the discarding expressed?

A: In two ways. `truncate` gives the list $t$, which keeps the full length. `canonicalVectors` is $X$, whose columns are indexed by `{i // τ < s i}`, the modes that pass the strict test. It really is rectangular when something is dropped, and an eigenvalue equal to $\tau$ is dropped.

```lean
/-- The eigenvalue list in which every eigenvalue not exceeding the threshold `τ` is set to zero. -/
def truncate (τ : ℝ) (s : n → ℝ) : n → ℝ :=
  fun i => if τ < s i then s i else 0

/-- The matrix `X` of canonical orthogonalization, with the columns `u_i / √s_i` for `s_i > τ`, for
a threshold `τ ≥ 0`. -/
def canonicalVectors (U : Matrix n n ℂ) (s : n → ℝ) (τ : ℝ) :
    Matrix n {i // τ < s i} ℂ :=
  Matrix.of fun a i => U a i.1 / (Real.sqrt (s i.1) : ℂ)
```

Q: And "Penrose inverse" means the four equations you listed?

A: Exactly those, as a property of a pair of square matrices $A$ and $B$.

```lean
/-- The four Penrose equations, saying that `B` is a Penrose inverse of `A`. -/
structure IsPenroseInverse (A B : Matrix n n ℂ) : Prop where
  left : A * B * A = A
  right : B * A * B = B
  hermitian_left : (A * B)ᴴ = A * B
  hermitian_right : (B * A)ᴴ = B * A
```

Q: Then let me see the proof follow your derivation. You used the multiplication rule first.

A: So does the file. The `calc` block regroups the product until $U^\dagger U$ stands in the middle, replaces it by 1 through `hU`, and multiplies the two diagonal matrices.

```lean
/-- For unitary `U`, matrices with the same modes multiply eigenvalue by eigenvalue. -/
theorem spectralMatrix_mul {U : Matrix n n ℂ} (hU : Uᴴ * U = 1) (f g : n → ℝ) :
    spectralMatrix U f * spectralMatrix U g = spectralMatrix U (fun i => f i * g i) := by
  calc U * diagonal (fun i => (f i : ℂ)) * Uᴴ * (U * diagonal (fun i => (g i : ℂ)) * Uᴴ)
      = U * diagonal (fun i => (f i : ℂ)) * (Uᴴ * U) * diagonal (fun i => (g i : ℂ)) * Uᴴ := by
        simp only [Matrix.mul_assoc]
    _ = spectralMatrix U (fun i => f i * g i) := by
        rw [hU, Matrix.mul_one, Matrix.mul_assoc U, diagonal_mul_diagonal]
        simp only [spectralMatrix, Complex.ofReal_mul]
```

Hermiticity needs only that the numbers $f_i$ are real, so unitarity is absent from the next statement.

```lean
/-- A matrix `U diag(f) Uᴴ` with real `f` is Hermitian. -/
theorem spectralMatrix_hermitian (U : Matrix n n ℂ) (f : n → ℝ) :
    (spectralMatrix U f)ᴴ = spectralMatrix U f := by
  have hd : star (fun i => (f i : ℂ)) = fun i => (f i : ℂ) := by
    funext i
    simp
  rw [spectralMatrix, conjTranspose_mul, conjTranspose_mul, conjTranspose_conjTranspose,
    diagonal_conjTranspose, hd, Matrix.mul_assoc]
```

Q: Why would you need the eigenvalue list to be determined by the matrix?

A: For your original question, to which we'll return. If two such matrices with the same $U$ are equal, multiplying by $U^\dagger$ on the left and $U$ on the right leaves two equal diagonal matrices, and their entries can be compared.

```lean
/-- For unitary `U`, the matrix `U diag(f) Uᴴ` determines the eigenvalue list `f`. -/
theorem spectralMatrix_injective {U : Matrix n n ℂ} (hU : Uᴴ * U = 1) {f g : n → ℝ}
    (h : spectralMatrix U f = spectralMatrix U g) : f = g := by
  -- transforming back to the modes recovers the diagonal
  have back : ∀ k : n → ℝ,
      Uᴴ * spectralMatrix U k * U = diagonal (fun i => (k i : ℂ)) := by
    intro k
    calc Uᴴ * (U * diagonal (fun i => (k i : ℂ)) * Uᴴ) * U
        = (Uᴴ * U) * diagonal (fun i => (k i : ℂ)) * (Uᴴ * U) := by
          simp only [Matrix.mul_assoc]
      _ = diagonal (fun i => (k i : ℂ)) := by rw [hU, Matrix.one_mul, Matrix.mul_one]
  have hd := back f
  rw [h, back g] at hd
  funext i
  have hi := congrFun (congrFun hd i) i
  rw [diagonal_apply_eq, diagonal_apply_eq] at hi
  exact (Complex.ofReal_injective hi).symm
```

Q: Now orthonormality. Your calculation took two retained columns at a time.

A: The formal proof scales all columns first. With `c i` equal to $1/\sqrt{s_i}$, the step `key` shows that $(U\,\mathrm{diag}(c))^\dagger S\,(U\,\mathrm{diag}(c))$ is diagonal with entries $c_i s_i c_i$. Then `hX` identifies $X$ as the retained columns of $U\,\mathrm{diag}(c)$, so $X^\dagger S X$ is the retained block of that diagonal matrix. Off the diagonal it vanishes, and on the diagonal $s_i = (\sqrt{s_i})^2$ gives 1.

Q: You scaled the discarded modes too, and some of those might be zero or negative.

A: Lean assigns the value 0 to the square root of a negative real and to the inverse of zero, so `c i` is 0 there, and those entries never enter the retained block.

```lean
/-- For unitary `U` and `τ ≥ 0`, the columns of `canonicalVectors U s τ` are orthonormal in the
metric of the overlap matrix `S = U diag(s) Uᴴ`. -/
theorem canonicalVectors_orthonormal {U : Matrix n n ℂ} (hU : Uᴴ * U = 1) (s : n → ℝ)
    {τ : ℝ} (hτ : 0 ≤ τ) :
    (canonicalVectors U s τ)ᴴ * spectralMatrix U s * canonicalVectors U s τ = 1 := by
  let c : n → ℂ := fun i => (Real.sqrt (s i) : ℂ)⁻¹
  have hc : star c = c := by
    funext i
    simp [c]
  -- scaling all modes makes the overlap diagonal
  have key : (U * diagonal c)ᴴ * spectralMatrix U s * (U * diagonal c)
      = diagonal (fun i => c i * (s i : ℂ) * c i) := by
    rw [conjTranspose_mul, diagonal_conjTranspose, hc]
    calc diagonal c * Uᴴ * (U * diagonal (fun i => (s i : ℂ)) * Uᴴ) * (U * diagonal c)
        = diagonal c * (Uᴴ * U) * diagonal (fun i => (s i : ℂ)) * (Uᴴ * U) * diagonal c := by
          simp only [Matrix.mul_assoc]
      _ = diagonal (fun i => c i * (s i : ℂ) * c i) := by
          rw [hU, Matrix.mul_one, Matrix.mul_one, diagonal_mul_diagonal, diagonal_mul_diagonal]
  have hX : canonicalVectors U s τ = (U * diagonal c).submatrix id Subtype.val := by
    ext a i
    simp [canonicalVectors, c, div_eq_mul_inv, Matrix.mul_diagonal]
  -- the retained block of that diagonal matrix is the identity
  ext i j
  have e : ((canonicalVectors U s τ)ᴴ * spectralMatrix U s * canonicalVectors U s τ) i j
      = ((U * diagonal c)ᴴ * spectralMatrix U s * (U * diagonal c)) i.1 j.1 := by
    rw [hX]
    rfl
  rw [e, key]
  by_cases hij : i = j
  · subst hij
    have hs : 0 < s i.1 := lt_of_le_of_lt hτ i.2
    have hq : (Real.sqrt (s i.1) : ℂ) * (Real.sqrt (s i.1) : ℂ) = (s i.1 : ℂ) := by
      exact_mod_cast Real.mul_self_sqrt hs.le
    have hne : (Real.sqrt (s i.1) : ℂ) ≠ 0 := by
      exact_mod_cast (Real.sqrt_pos.mpr hs).ne'
    rw [diagonal_apply_eq, one_apply_eq, ← hq]
    simp only [c]
    field_simp
  · rw [diagonal_apply_ne _ (fun h => hij (Subtype.ext h)), one_apply_ne hij]
```

Q: Where does $\tau \ge 0$ come in?

A: In `hs`, which says that a retained eigenvalue is positive. That positivity is what the physics needs: a mode with $s_i \le 0$ has no positive norm in the metric $S$, so no rescaling can normalise it.

For $XX^\dagger$ the proof compares matrix elements between basis functions $a$ and $b$. The full sum over modes contains zeros for the discarded ones. `Finset.sum_filter` removes them, and `Finset.sum_subtype` turns what is left into a sum over the columns of $X$. The summands then agree because $\sqrt{s_i}\sqrt{s_i} = s_i$.

```lean
/-- For `τ ≥ 0` and `X = canonicalVectors U s τ`, the product `X Xᴴ` is `U diag(g) Uᴴ`, where
`g_i = 1/s_i` for retained modes and `g_i = 0` for discarded ones. -/
theorem canonicalVectors_mul_conjTranspose (U : Matrix n n ℂ) (s : n → ℝ)
    {τ : ℝ} (hτ : 0 ≤ τ) :
    canonicalVectors U s τ * (canonicalVectors U s τ)ᴴ
      = spectralMatrix U (fun i => if τ < s i then (s i)⁻¹ else 0) := by
  ext a b
  let g : n → ℂ := fun i => U a i * (s i : ℂ)⁻¹ * star (U b i)
  have hR : spectralMatrix U (fun i => if τ < s i then (s i)⁻¹ else 0) a b
      = ∑ i, if τ < s i then g i else 0 := by
    rw [spectralMatrix, Matrix.mul_apply]
    refine Finset.sum_congr rfl fun i _ => ?_
    rw [Matrix.mul_diagonal, conjTranspose_apply]
    by_cases h : τ < s i <;> simp [h, g]
  -- discarded modes drop out of the sum
  rw [hR, ← Finset.sum_filter,
    Finset.sum_subtype (Finset.univ.filter (fun i => τ < s i)) (p := fun i => τ < s i)
      (by simp) g, Matrix.mul_apply]
  refine Finset.sum_congr rfl fun i _ => ?_
  have hs : 0 < s i.1 := lt_of_le_of_lt hτ i.2
  have hq : (Real.sqrt (s i.1) : ℂ) * (Real.sqrt (s i.1) : ℂ) = (s i.1 : ℂ) := by
    exact_mod_cast Real.mul_self_sqrt hs.le
  have hr : star (Real.sqrt (s i.1) : ℂ) = (Real.sqrt (s i.1) : ℂ) := by simp
  simp only [canonicalVectors, conjTranspose_apply, Matrix.of_apply, g]
  rw [star_div₀, hr, ← hq, div_mul_div_comm, div_eq_mul_inv]
  ring
```

Q: Which leaves the main statement.

A: It joins the two halves. Note which matrix appears where: orthonormality holds in the metric `spectralMatrix U s`, the original overlap, while the Penrose equations are for `spectralMatrix U (truncate τ s)`. After $XX^\dagger$ is rewritten in spectral form, the first two equations become the scalar identities for $t_i$ and $g_i$, checked separately for retained and discarded modes. The last two follow from the multiplication rule and Hermiticity.

```lean
/-- Canonical orthogonalization: for unitary `U`, `S = U diag(s) Uᴴ` and `τ ≥ 0`, the matrix
`X = canonicalVectors U s τ` obeys `Xᴴ S X = 1`, and `X Xᴴ` is a Penrose inverse of `S` with the
discarded eigenvalues zeroed. -/
theorem canonical_orthogonalization {U : Matrix n n ℂ} (hU : Uᴴ * U = 1) (s : n → ℝ)
    {τ : ℝ} (hτ : 0 ≤ τ) :
    (canonicalVectors U s τ)ᴴ * spectralMatrix U s * canonicalVectors U s τ = 1 ∧
    IsPenroseInverse (spectralMatrix U (truncate τ s))
      (canonicalVectors U s τ * (canonicalVectors U s τ)ᴴ) := by
  refine ⟨canonicalVectors_orthonormal hU s hτ, ?_⟩
  rw [canonicalVectors_mul_conjTranspose U s hτ]
  -- each Penrose equation is now a statement about single eigenvalues
  constructor
  · rw [spectralMatrix_mul hU, spectralMatrix_mul hU]
    congr 1
    funext i
    by_cases h : τ < s i
    · simp [truncate, h, (lt_of_le_of_lt hτ h).ne']
    · simp [truncate, h]
  · rw [spectralMatrix_mul hU, spectralMatrix_mul hU]
    congr 1
    funext i
    by_cases h : τ < s i
    · simp [truncate, h, (lt_of_le_of_lt hτ h).ne']
    · simp [truncate, h]
  · rw [spectralMatrix_mul hU, spectralMatrix_hermitian]
  · rw [spectralMatrix_mul hU, spectralMatrix_hermitian]
```

Q: What if every mode falls below the threshold?

A: Then $X$ has no columns, $X^\dagger S X = 1$ is an equation between empty matrices, and $XX^\dagger = 0$ is a Penrose inverse of $S_\tau = 0$. The statement still holds, though such a basis is of little use.

Q: Back to my complaint, then. When may I say that $XX^\dagger$ is a pseudo-inverse of $S$ itself?

A: Exactly when every discarded eigenvalue is zero. Suppose the first Penrose equation holds for $S$. On a discarded mode it reads $s_i \cdot 0 \cdot s_i = s_i$, so $s_i = 0$. This is where the comparison of eigenvalue lists is used. Conversely, if all discarded eigenvalues vanish, truncation changes nothing, and the main theorem applies to $S$.

```lean
/-- For unitary `U` and `τ ≥ 0`, `X Xᴴ` is a Penrose inverse of the original overlap matrix
exactly when every discarded eigenvalue is zero. -/
theorem penrose_of_overlap_iff {U : Matrix n n ℂ} (hU : Uᴴ * U = 1) (s : n → ℝ)
    {τ : ℝ} (hτ : 0 ≤ τ) :
    IsPenroseInverse (spectralMatrix U s)
      (canonicalVectors U s τ * (canonicalVectors U s τ)ᴴ) ↔ ∀ i, s i ≤ τ → s i = 0 := by
  constructor
  · intro h i hi
    have h1 := h.left
    rw [canonicalVectors_mul_conjTranspose U s hτ, spectralMatrix_mul hU,
      spectralMatrix_mul hU] at h1
    have h2 := congrFun (spectralMatrix_injective hU h1) i
    simp only [if_neg (not_lt_of_ge hi), mul_zero, zero_mul] at h2
    exact h2.symm
  · intro h
    have ht : truncate τ s = s := by
      funext i
      by_cases hi : τ < s i
      · simp [truncate, hi]
      · simp [truncate, h i (le_of_not_gt hi)]
    have hp := (canonical_orthogonalization hU s hτ).2
    rwa [ht] at hp
```

Q: So if $S$ is invertible and I drop a single mode with $s_i = 10^{-7}$, that changes the matrix being inverted.

A: It does. The change in $S$ is small, but $S^{-1}$ has an eigenvalue $10^7$ where $XX^\dagger$ has 0.

Q: And if nothing is dropped?

A: Then $s_i g_i = 1$ for every mode, so $S\,XX^\dagger = UU^\dagger = 1$, and $XX^\dagger$ is the ordinary inverse. The last step uses that a square matrix with $U^\dagger U = 1$ also satisfies $UU^\dagger = 1$.

```lean
/-- For unitary `U` and `τ ≥ 0`, if all eigenvalues exceed the threshold, then `X Xᴴ` is the
ordinary inverse of the overlap matrix. -/
theorem inverse_of_all_retained {U : Matrix n n ℂ} (hU : Uᴴ * U = 1) (s : n → ℝ)
    {τ : ℝ} (hτ : 0 ≤ τ) (hs : ∀ i, τ < s i) :
    (spectralMatrix U s)⁻¹ = canonicalVectors U s τ * (canonicalVectors U s τ)ᴴ := by
  apply Matrix.inv_eq_right_inv
  rw [canonicalVectors_mul_conjTranspose U s hτ, spectralMatrix_mul hU]
  have h1 : (fun i => s i * (if τ < s i then (s i)⁻¹ else 0)) = fun _ => (1 : ℝ) := by
    funext i
    rw [if_pos (hs i), mul_inv_cancel₀ (lt_of_le_of_lt hτ (hs i)).ne']
  rw [h1, spectralMatrix, Complex.ofReal_one, diagonal_one, Matrix.mul_one]
  exact mul_eq_one_comm.mp hU

end

end CanonicalOrthogonalization
```

```lean
#print axioms CanonicalOrthogonalization.canonical_orthogonalization
-- 'CanonicalOrthogonalization.canonical_orthogonalization' depends on axioms: [propext, Classical.choice, Quot.sound]
#print axioms CanonicalOrthogonalization.penrose_of_overlap_iff
-- 'CanonicalOrthogonalization.penrose_of_overlap_iff' depends on axioms: [propext, Classical.choice, Quot.sound]
#print axioms CanonicalOrthogonalization.inverse_of_all_retained
-- 'CanonicalOrthogonalization.inverse_of_all_retained' depends on axioms: [propext, Classical.choice, Quot.sound]
```

Q: What should I take from this for a Hartree–Fock or Kohn–Sham code?

A: For a finite basis and an eigendecomposition free of rounding error, the columns of $X$ are orthonormal in the true overlap metric, and a formula that uses $XX^\dagger$ in place of $S^{-1}$ uses the pseudo-inverse of the truncated overlap. How large $\tau$ should be, and how much the energy shifts when modes are removed, are separate questions that these theorems leave open.
